# A density matrix P carried along exp(tK) P exp(−tK) has initial velocity [K, P]

A density matrix in a finite basis is transformed by a generator K into exp(tK) P exp(−tK), and the theorem says that its derivative at t = 0 is the commutator KP − PK. Both P and K are arbitrary real square matrices: P need be neither symmetric nor idempotent, and K need not be antisymmetric, as it would be for a rotation of real orthonormal orbitals. The proof first finds the derivatives of the two exponential factors at zero, K and −K, from Mathlib's `hasDerivAt_exp_smul_const`. It then joins them by the product rule and simplifies the result to the commutator.

In Lean, a first try:

```lean
import Mathlib

open Matrix

namespace HasDerivAtRotated

noncomputable section

attribute [local instance] Matrix.linftyOpNormedRing Matrix.linftyOpNormedAlgebra

variable {n : Type*} [Fintype n] [DecidableEq n]

/-- The density matrix `exp(tK) P exp(-tK)` obtained from `P` with the generator `K`. -/
def rotated (P K : Matrix n n ℝ) (t : ℝ) : Matrix n n ℝ :=
  NormedSpace.exp (t • K) * P * NormedSpace.exp (t • (-K))

/-- The density `exp(tK) P exp(-tK)` starts out with velocity `KP - PK`. -/
theorem hasDerivAt_rotated (P K : Matrix n n ℝ) :
    HasDerivAt (rotated P K) (K * P - P * K) 0 := by
  have h1 : HasDerivAt (fun t : ℝ => NormedSpace.exp (t • K)) K 0 := by
    simpa using hasDerivAt_exp_smul_const K (0 : ℝ)
  have h2 : HasDerivAt (fun t : ℝ => NormedSpace.exp (t • (-K))) (-K) 0 := by
    simpa using hasDerivAt_exp_smul_const (-K) (0 : ℝ)
  refine ((h1.mul_const P).fun_mul h2).congr_deriv ?_
  simp only [zero_smul, NormedSpace.exp_zero, mul_one, one_mul, mul_neg, sub_eq_add_neg]

end

end HasDerivAtRotated
```

The compiler's answer:

```
Main.lean:21:4: error: Type mismatch: After simplification, term
  hasDerivAt_exp_smul_const K 0
 has type
  @HasDerivAt ℝ DenselyNormedField.toNontriviallyNormedField (Matrix n n ℝ) Matrix.linftyOpNormedRing.toAddCommGroup
    (NormedAlgebra.toNormedSpace (Matrix n n ℝ)).toModule PseudoMetricSpace.toUniformSpace.toTopologicalSpace ⋯
    (fun u => NormedSpace.exp (u • K)) K 0
but is expected to have type
  @HasDerivAt ℝ DenselyNormedField.toNontriviallyNormedField (Matrix n n ℝ) addCommGroup module
    instTopologicalSpaceMatrix ⋯ (fun t => NormedSpace.exp (t • K)) K 0
Main.lean:23:4: error: Type mismatch: After simplification, term
  hasDerivAt_exp_smul_const (-K) 0
 has type
  @HasDerivAt ℝ DenselyNormedField.toNontriviallyNormedField (Matrix n n ℝ) Matrix.linftyOpNormedRing.toAddCommGroup
    (NormedAlgebra.toNormedSpace (Matrix n n ℝ)).toModule PseudoMetricSpace.toUniformSpace.toTopologicalSpace ⋯
    (fun u => NormedSpace.exp (-(u • K))) (-K) 0
but is expected to have type
  @HasDerivAt ℝ DenselyNormedField.toNontriviallyNormedField (Matrix n n ℝ) addCommGroup module
    instTopologicalSpaceMatrix ⋯ (fun t => NormedSpace.exp (-(t • K))) (-K) 0
```

The mended proof, as a diff:

```diff
@@ -19,7 +19,11 @@
     HasDerivAt (rotated P K) (K * P - P * K) 0 := by
   have h1 : HasDerivAt (fun t : ℝ => NormedSpace.exp (t • K)) K 0 := by
-    simpa using hasDerivAt_exp_smul_const K (0 : ℝ)
+    have e := hasDerivAt_exp_smul_const K (0 : ℝ)
+    simp only [zero_smul, NormedSpace.exp_zero, one_mul] at e
+    exact e
   have h2 : HasDerivAt (fun t : ℝ => NormedSpace.exp (t • (-K))) (-K) 0 := by
-    simpa using hasDerivAt_exp_smul_const (-K) (0 : ℝ)
+    have e := hasDerivAt_exp_smul_const (-K) (0 : ℝ)
+    simp only [zero_smul, NormedSpace.exp_zero, one_mul] at e
+    exact e
   refine ((h1.mul_const P).fun_mul h2).congr_deriv ?_
   simp only [zero_smul, NormedSpace.exp_zero, mul_one, one_mul, mul_neg, sub_eq_add_neg]
```

Diagnosis. Both messages report the same mismatch, once for `K` and once for `-K`. After simplification the function, derivative and point agree, but the structures on the matrix space are written differently. The Mathlib lemma gets its additive group, module and topology through `Matrix.linftyOpNormedRing` and the normed algebra, while the stated goal uses the matrix instances `addCommGroup`, `module` and `instTopologicalSpaceMatrix`. These are equal by definition, but the comparison that closes `simpa` does not unfold the instances far enough to see it.

The repair does the two steps separately. In each case `simp only` turns the lemma's derivative, `NormedSpace.exp ((0 : ℝ) • K) * K` or the same with `-K`, into `K` or `-K`: the scalar zero gives the zero matrix, its exponential is one, and the factor one drops out. Then `exact e` compares the result with the goal, unfolding definitions more freely, and accepts the two sets of instances as the same.
